# Heilmann–Lieb theorem: with nonnegative dimer weights, the monomer-dimer sum of a finite graph has no zero at Re z > 0

Take two neighbouring sites that either hold one monomer each, with activity z, or are covered together by one dimer of weight a ≥ 0: the partition function is z² + a, and dividing it by z, the partition function of one site alone, gives z + a/z, which has positive real part whenever z has. Adding vertices one at a time and dividing in the same way shows that the partition function of any finite graph with nonnegative dimer weights is nonzero throughout the half-plane Re z > 0.

In Lean 4 with Mathlib:

```lean
import Mathlib

open Finset
open scoped Classical

namespace MonomerDimer

noncomputable section

variable {V : Type*} [Fintype V] [DecidableEq V]

/-- `M` is a dimer configuration on the vertex set `S`: its members are edges of `G` with both
ends in `S`, and two dimers that share a vertex are equal. -/
def IsDimerConfig (G : SimpleGraph V) (S : Finset V) (M : Finset (Sym2 V)) : Prop :=
  (∀ e ∈ M, e ∈ G.edgeSet ∧ ∀ x ∈ e, x ∈ S) ∧
    ∀ e ∈ M, ∀ f ∈ M, ∀ x, x ∈ e → x ∈ f → e = f

/-- The finite set of all dimer configurations on `S`. -/
def dimerConfigs (G : SimpleGraph V) (S : Finset V) : Finset (Finset (Sym2 V)) :=
  univ.filter (IsDimerConfig G S)

/-- The monomers: vertices of `S` that no dimer of `M` covers. -/
def monomers (S : Finset V) (M : Finset (Sym2 V)) : Finset V :=
  S.filter fun x => ∀ e ∈ M, x ∉ e

/-- The weight of a configuration: dimer weights times the activities of the monomers. -/
def weight (w : Sym2 V → ℝ) (z : V → ℂ) (S : Finset V) (M : Finset (Sym2 V)) : ℂ :=
  (∏ e ∈ M, (w e : ℂ)) * ∏ x ∈ monomers S M, z x

/-- The partition function on `S` with a separate monomer activity `z x` at each vertex. -/
def partitionFn (G : SimpleGraph V) (w : Sym2 V → ℝ) (z : V → ℂ) (S : Finset V) : ℂ :=
  ∑ M ∈ dimerConfigs G S, weight w z S M

/-- The monomer-dimer sum of the whole graph, with `z` to the number of uncovered vertices. -/
def monomerDimerSum (G : SimpleGraph V) (w : Sym2 V → ℝ) (z : ℂ) : ℂ :=
  ∑ M ∈ dimerConfigs G univ, (∏ e ∈ M, (w e : ℂ)) * z ^ (monomers univ M).card

variable (G : SimpleGraph V) (w : Sym2 V → ℝ) (z : V → ℂ)

/-- The partition function of the empty vertex set is one. -/
theorem partitionFn_empty : partitionFn G w z ∅ = 1 := by
  have h : dimerConfigs G ∅ = {∅} := by
    ext M
    simp only [dimerConfigs, mem_filter, mem_univ, true_and, mem_singleton]
    constructor
    · intro h
      refine Finset.eq_empty_of_forall_notMem fun e he => ?_
      exact absurd ((h.1 e he).2 _ (Sym2.out_fst_mem e)) (by simp)
    · rintro rfl
      simp [IsDimerConfig]
  simp [partitionFn, h, weight, monomers]

/-- With a new vertex `v`, a configuration either leaves `v` a monomer or
consists of a dimer from `v` to a neighbour `u` and a configuration avoiding both. -/
theorem dimerConfigs_insert {S : Finset V} {v : V} (hv : v ∉ S) :
    dimerConfigs G (insert v S) = dimerConfigs G S ∪
      (S.filter (G.Adj v)).biUnion fun u =>
        (dimerConfigs G (S.erase u)).image (insert s(v, u)) := by
  ext M
  simp only [dimerConfigs, mem_union, mem_biUnion, mem_image, mem_filter, mem_univ, true_and]
  constructor
  · intro h
    by_cases hc : ∀ e ∈ M, v ∉ e
    · refine Or.inl ⟨fun e he => ⟨(h.1 e he).1, fun x hx => ?_⟩, h.2⟩
      rcases mem_insert.1 ((h.1 e he).2 x hx) with rfl | hS
      · exact absurd hx (hc e he)
      · exact hS
    · -- remove the dimer that covers `v`
      simp only [not_forall, not_not] at hc
      obtain ⟨e, he, hve⟩ := hc
      obtain ⟨u, rfl⟩ : ∃ u, e = s(v, u) := hve
      have hadj : G.Adj v u := by simpa using (h.1 _ he).1
      have hu := (mem_insert.1 ((h.1 _ he).2 u (Sym2.mem_mk_right v u))).resolve_left hadj.ne'
      refine Or.inr ⟨u, ⟨hu, hadj⟩, M.erase s(v, u), ⟨fun f hf => ?_, fun a ha b hb =>
        h.2 a (mem_of_mem_erase ha) b (mem_of_mem_erase hb)⟩, insert_erase he⟩
      have hne := ne_of_mem_erase hf
      have hM := mem_of_mem_erase hf
      refine ⟨(h.1 f hM).1, fun x hx => ?_⟩
      have hxn : x ∉ s(v, u) := fun hx' => hne (h.2 _ hM _ he x hx hx')
      rw [Sym2.mem_iff, not_or] at hxn
      exact mem_erase.2 ⟨hxn.2, (mem_insert.1 ((h.1 f hM).2 x hx)).resolve_left hxn.1⟩
  · rintro (h | ⟨u, ⟨hu, hadj⟩, N, h, rfl⟩)
    · exact ⟨fun e he => ⟨(h.1 e he).1, fun x hx =>
        mem_insert_of_mem ((h.1 e he).2 x hx)⟩, h.2⟩
    · have key : ∀ e ∈ N, ∀ x, x ∈ e → x ∉ s(v, u) := by
        intro e he x hx hx'
        have hxS := mem_erase.1 ((h.1 e he).2 x hx)
        rcases Sym2.mem_iff.1 hx' with rfl | rfl
        · exact hv hxS.2
        · exact hxS.1 rfl
      refine ⟨fun e he => ?_, fun a ha b hb x hxa hxb => ?_⟩
      · rcases mem_insert.1 he with rfl | he
        · refine ⟨by simpa using hadj, fun x hx => ?_⟩
          rcases Sym2.mem_iff.1 hx with rfl | rfl
          · exact mem_insert_self _ _
          · exact mem_insert_of_mem hu
        · exact ⟨(h.1 e he).1, fun x hx =>
            mem_insert_of_mem (mem_of_mem_erase ((h.1 e he).2 x hx))⟩
      · rcases mem_insert.1 ha with rfl | ha <;> rcases mem_insert.1 hb with rfl | hb
        · rfl
        · exact absurd hxa (key b hb x hxb)
        · exact absurd hxb (key a ha x hxa)
        · exact h.2 a ha b hb x hxa hxb

/-- The vertex recursion: a new vertex `v` is a monomer or is paired with a neighbour in `S`. -/
theorem partitionFn_insert {S : Finset V} {v : V} (hv : v ∉ S) :
    partitionFn G w z (insert v S) = z v * partitionFn G w z S +
      ∑ u ∈ S.filter (G.Adj v), (w s(v, u) : ℂ) * partitionFn G w z (S.erase u) := by
  have hfree : ∀ T ⊆ S, ∀ M ∈ dimerConfigs G T, ∀ e ∈ M, v ∉ e := fun T hT M hM e he hve =>
    hv (hT (((mem_filter.1 hM).2.1 e he).2 v hve))
  have hnot : ∀ u a, ∀ M ∈ dimerConfigs G (S.erase u), s(v, a) ∉ M := fun u a M hM h =>
    hfree _ (erase_subset _ _) M hM _ h (Sym2.mem_mk_left _ _)
  -- the classes of configurations do not overlap
  have hd : Disjoint (dimerConfigs G S) ((S.filter (G.Adj v)).biUnion fun u =>
      (dimerConfigs G (S.erase u)).image (insert s(v, u))) := by
    refine Finset.disjoint_left.2 fun M hM hM' => ?_
    simp only [mem_biUnion, mem_image] at hM'
    obtain ⟨u, _, N, _, rfl⟩ := hM'
    exact hfree S subset_rfl _ hM _ (mem_insert_self _ _) (Sym2.mem_mk_left _ _)
  have hp : ((S.filter (G.Adj v) : Finset V) : Set V).PairwiseDisjoint fun u =>
      (dimerConfigs G (S.erase u)).image (insert s(v, u)) := by
    intro a _ b _ hab
    refine Finset.disjoint_left.2 fun M h1 h2 => ?_
    obtain ⟨N, _, rfl⟩ := mem_image.1 h1
    obtain ⟨K, hK, h⟩ := mem_image.1 h2
    have hm : s(v, a) ∈ insert s(v, b) K := by rw [h]; exact mem_insert_self _ _
    rcases mem_insert.1 hm with h' | h'
    · exact hab (Sym2.congr_right.1 h')
    · exact hnot b a K hK h'
  rw [partitionFn, dimerConfigs_insert G hv, sum_union hd, sum_biUnion hp]
  congr 1
  · rw [partitionFn, mul_sum]
    refine sum_congr rfl fun M hM => ?_
    have hm : monomers (insert v S) M = insert v (monomers S M) := by
      rw [monomers, filter_insert, if_pos (hfree S subset_rfl M hM)]
      rfl
    have hn : v ∉ monomers S M := fun h => hv (mem_filter.1 h).1
    simp only [weight]
    rw [hm, prod_insert hn]
    ring
  · refine sum_congr rfl fun u _ => ?_
    rw [sum_image (fun M hM N hN h => (erase_insert (hnot u u M hM)).symm.trans
      ((congrArg (fun K => K.erase s(v, u)) h).trans (erase_insert (hnot u u N hN)))),
      partitionFn, mul_sum]
    refine sum_congr rfl fun M hM => ?_
    have hm : monomers (insert v S) (insert s(v, u) M) = monomers (S.erase u) M := by
      ext x
      have hx : x ∈ S → ¬ x = v := by
        rintro h rfl
        exact hv h
      simp only [monomers, mem_filter, mem_insert, forall_eq_or_imp, Sym2.mem_iff, not_or,
        mem_erase, ne_eq]
      tauto
    simp only [weight]
    rw [hm, prod_insert (hnot u u M hM)]
    ring

/-- For nonnegative dimer weights and monomer activities with positive real part, the partition
function is nonzero, and adding a vertex multiplies it by a number with positive real part. -/
theorem partitionFn_ne_zero_and_ratio (hw : ∀ e ∈ G.edgeSet, 0 ≤ w e)
    (hz : ∀ x, 0 < (z x).re) (S : Finset V) :
    partitionFn G w z S ≠ 0 ∧
      ∀ v ∉ S, 0 < (partitionFn G w z (insert v S) / partitionFn G w z S).re := by
  induction S using Finset.strongInduction with
  | _ S ih =>
    have hr : ∀ u ∈ S, 0 < (partitionFn G w z S / partitionFn G w z (S.erase u)).re := by
      intro u hu
      have h := (ih _ (erase_ssubset hu)).2 u (by simp)
      rwa [insert_erase hu] at h
    have h0 : partitionFn G w z S ≠ 0 := by
      rcases S.eq_empty_or_nonempty with rfl | ⟨u, hu⟩
      · rw [partitionFn_empty]
        exact one_ne_zero
      · intro h
        have := hr u hu
        simp [h] at this
    refine ⟨h0, fun v hv => ?_⟩
    -- divide the recursion by the partition function of `S`
    rw [partitionFn_insert G w z hv, add_div, mul_div_cancel_right₀ _ h0, sum_div,
      Complex.add_re, Complex.re_sum]
    refine add_pos_of_pos_of_nonneg (hz v) (sum_nonneg fun u hu => ?_)
    have hu' := mem_filter.1 hu
    rw [mul_div_assoc, ← inv_div, Complex.re_ofReal_mul, Complex.inv_re]
    exact mul_nonneg (hw _ (by simpa using hu'.2))
      (div_nonneg (hr u hu'.1).le (Complex.normSq_nonneg _))

/-- Reversing the sign of all monomer activities multiplies the partition function by
`(-1)` to the number of vertices. -/
theorem partitionFn_neg (S : Finset V) :
    partitionFn G w (fun x => -z x) S = (-1) ^ S.card * partitionFn G w z S := by
  induction S using Finset.strongInduction with
  | _ S ih =>
    rcases S.eq_empty_or_nonempty with rfl | ⟨v, hv⟩
    · simp [partitionFn_empty]
    · have r1 := partitionFn_insert G w (fun x => -z x) (notMem_erase v S)
      have r2 := partitionFn_insert G w z (notMem_erase v S)
      rw [insert_erase hv] at r1 r2
      rw [r1, r2, ih _ (erase_ssubset hv), ← card_erase_add_one hv, mul_add, mul_sum]
      congr 1
      · ring
      · refine sum_congr rfl fun u hu => ?_
        have hu' := (mem_filter.1 hu).1
        rw [ih _ ((erase_ssubset hu').trans (erase_ssubset hv)), ← card_erase_add_one hu']
        ring

/-- The monomer-dimer sum is the partition function of all vertices at uniform activity. -/
theorem monomerDimerSum_eq (z : ℂ) :
    monomerDimerSum G w z = partitionFn G w (fun _ => z) univ := by
  simp [monomerDimerSum, partitionFn, weight]

/-- **Heilmann-Lieb theorem**: for nonnegative dimer weights the monomer-dimer sum is nonzero at
every complex monomer activity with positive real part. -/
theorem heilmann_lieb (hw : ∀ e ∈ G.edgeSet, 0 ≤ w e) {z : ℂ} (hz : 0 < z.re) :
    monomerDimerSum G w z ≠ 0 := by
  rw [monomerDimerSum_eq]
  exact (partitionFn_ne_zero_and_ratio G w _ hw (fun _ => hz) univ).1

/-- For nonnegative dimer weights every zero of the monomer-dimer sum lies on the
imaginary axis. -/
theorem zeros_imaginary (hw : ∀ e ∈ G.edgeSet, 0 ≤ w e) {z : ℂ}
    (h : monomerDimerSum G w z = 0) : z.re = 0 := by
  rcases lt_trichotomy z.re 0 with hz | hz | hz
  · have hneg : 0 < (-z).re := by
      rw [Complex.neg_re]
      linarith
    refine absurd ?_ (heilmann_lieb G w hw hneg)
    rw [monomerDimerSum_eq] at h ⊢
    rw [partitionFn_neg G w (fun _ => z), h, mul_zero]
  · exact hz
  · exact absurd h (heilmann_lieb G w hw hz)

/-- Two vertices joined by one bond of dimer weight `a` have monomer-dimer sum `z ^ 2 + a`. -/
theorem single_bond (a : ℝ) (z : ℂ) :
    monomerDimerSum (⊤ : SimpleGraph (Fin 2)) (fun _ => a) z = z ^ 2 + a := by
  have h : (univ : Finset (Fin 2)) = insert 0 (insert 1 ∅) := by decide
  have h0 : (0 : Fin 2) ∉ (insert 1 ∅ : Finset (Fin 2)) := by decide
  have h1 : (1 : Fin 2) ∉ (∅ : Finset (Fin 2)) := by decide
  rw [monomerDimerSum_eq, h, partitionFn_insert _ _ _ h0, partitionFn_insert _ _ _ h1]
  simp [sum_filter, partitionFn_empty, sq]

/-- The monomer-dimer sum of a single bond of weight `a ≥ 0` has a zero at `i √a`. -/
theorem single_bond_zero {a : ℝ} (ha : 0 ≤ a) :
    monomerDimerSum (⊤ : SimpleGraph (Fin 2)) (fun _ => a)
      (Complex.I * (Real.sqrt a : ℂ)) = 0 := by
  rw [single_bond, mul_pow, Complex.I_sq, ← Complex.ofReal_pow, Real.sq_sqrt ha]
  ring

end

end MonomerDimer
```

```lean
#print axioms MonomerDimer.heilmann_lieb
#print axioms MonomerDimer.zeros_imaginary
#print axioms MonomerDimer.single_bond_zero
```

```
'MonomerDimer.heilmann_lieb' depends on axioms: [propext, Classical.choice, Quot.sound]
'MonomerDimer.zeros_imaginary' depends on axioms: [propext, Classical.choice, Quot.sound]
'MonomerDimer.single_bond_zero' depends on axioms: [propext, Classical.choice, Quot.sound]
```

## Hard dimers on a graph

The physical system is a lattice on which diatomic molecules lie along bonds. No two molecules may share a site, and every site left free counts as a monomer. The question is at which complex activities the partition function can vanish, since those are the points where its logarithm is singular.

The sites are the elements of a finite type `V`, and the allowed bonds are the edges of a simple graph `G`. A configuration on a vertex set S is a finite set `M` of edges with both ends in S. `IsDimerConfig` expresses the hard-core exclusion by requiring that two members of `M` with a common vertex are equal. The vertices of S that no dimer touches form `monomers S M`.

The function `w` gives each unordered pair of vertices a real number, of which only the values on edges matter. It stands for the Boltzmann factor of a dimer on that bond, with the dimer's own activity included. Such a factor is never negative, which is the hypothesis `hw`; the value zero switches a bond off. On a single bond, any negative weight a would put a zero at z = √(−a) > 0, so the hypothesis cannot be weakened to w ≥ −δ for any δ > 0.

The letter `z` has two roles. In `partitionFn` it is a function that assigns each vertex x its own activity `z x`; in `monomerDimerSum` and the final theorems it is one complex number, raised to the number of monomers. `monomerDimerSum_eq` identifies the second sum with the first at constant activity on all vertices.

The results then read as follows.

- `heilmann_lieb`: if every edge has nonnegative weight and Re z > 0, the monomer-dimer sum is nonzero.
- `zeros_imaginary`: under the same condition on the weights, every zero has Re z = 0.
- `partitionFn_ne_zero_and_ratio`: again for nonnegative edge weights, the sum on any vertex set is also nonzero when the activities differ from vertex to vertex, provided that all have positive real part; adding a vertex then multiplies the sum by a number with positive real part.
- `single_bond_zero`: a single bond of weight a ≥ 0 has a zero at i√a, so the half-plane in `heilmann_lieb` cannot be extended to include the whole imaginary axis.

## Distance of the zeros from physical activities

A physical activity is a real number z₀ > 0. Since all zeros lie on the imaginary axis, each is at least a distance z₀ away, however large the graph. This is the reason for expecting no phase transition of hard dimers as z varies over positive values at fixed weights. The step from here to a real macroscopic system is the infinite-lattice limit of the free energy per site, which needs a convergence argument of its own. At z₀ = 0, where dimers must cover every site, the distance bound says nothing.

Exclusion is the only interaction in the model. An attraction between neighbouring dimers would require a weight that is not a product over single dimers.

There is also a link to electronic structure, restricted to non-interacting electrons on a tree with zero on-site energies: if the dimer weights are the squared moduli of the hopping amplitudes, the sum at z = iE equals det(E − H) up to a power of i, where H is the one-electron Hamiltonian matrix in the site basis and E is an energy, and imaginary zeros correspond to real orbital energies.

## Adding one vertex

Write Z(S) for the partition function on S, z_v for the activity at v, and w(v,u) for the weight of the bond between v and u. Let v be a vertex outside S. In a configuration on S ∪ {v}, either v is a monomer, and the rest is a configuration on S, or v is paired with a neighbour u in S, and the rest is a configuration on S \ {u}. Hence

Z(S ∪ {v}) = z_v Z(S) + Σ_u w(v,u) Z(S \ {u}),

where u runs over the neighbours of v in S.

`dimerConfigs_insert` proves this classification as an equality of sets; in the second case it removes the dimer covering v and checks that the remaining dimers avoid both v and u. `partitionFn_insert` turns it into the equation for Z. There, `hd` and `hp` show that the classes do not overlap, so the sum splits. Within each class the weights are compared: the new monomer contributes z_v, while the new dimer contributes w(v,u) and leaves the other monomers unchanged.

## Ratios that stay in the right half-plane

The claim to be proved by induction has two parts: Z(S) ≠ 0, and for every v outside S

Re [Z(S ∪ {v}) / Z(S)] > 0.

Assume both parts for all proper subsets of S. If S is empty, Z(S) = 1. Otherwise, for each u in S, the assumption applied to S \ {u} and the vertex u says that

R_u = Z(S) / Z(S \ {u})

has positive real part. In particular Z(S) ≠ 0. Dividing the recursion by Z(S) now gives

Z(S ∪ {v}) / Z(S) = z_v + Σ_u w(v,u) / R_u.

Inversion keeps a number in the right half-plane, because

Re(1/R_u) = Re(R_u) / |R_u|² > 0.

The weights are nonnegative, so the real part of the whole ratio is at least Re z_v, which is positive. This completes the induction.

In `partitionFn_ne_zero_and_ratio`, `Finset.strongInduction` supplies the assumption for all proper subsets, `hr` is the statement about R_u, and `h0` is Z(S) ≠ 0. The rewrite with `inv_div` produces 1/R_u, and `Complex.inv_re` gives its real part. `heilmann_lieb` is the first part of the claim for S = `univ` and equal activities.

## The left half-plane and the single bond

Each dimer covers two vertices, so the number of monomers has the same parity as |S|, the number of vertices in S. Reversing the sign of every activity therefore gives

Z(S) → (−1)^|S| Z(S).

`partitionFn_neg` obtains this from the recursion. Taking v out of S leaves |S| − 1 vertices, and the monomer term gains one further sign from −z_v; the dimer terms have |S| − 2 vertices left and gain none. Both therefore carry the factor (−1)^|S|.

If the uniform sum vanished at some z with Re z < 0, it would also vanish at −z, where `heilmann_lieb` forbids it. Together with the right half-plane this leaves only Re z = 0, as `zeros_imaginary` states.

For the single bond, `single_bond` applies the recursion twice, starting from the empty set:

1 → z → z·z + a.

Setting z = i√a gives −a + a = 0, which is `single_bond_zero`.
